# A mean S₁·S₂ below −ħ²/4 shows that two spins 1/2 are entangled

After a spin code has computed the density matrix ρ of two spin-1/2 sites, it can multiply ρ by S₁·S₂ and take the trace. If the result is below −1/4 in units of ħ², the two spins are entangled, and no further analysis of ρ is needed to establish this.

The test rests on a bound for separable states, meaning finite statistical mixtures of product states. With ħ = 1, every separable state of two spins 1/2 satisfies

−1/4 ≤ tr(ρ S₁·S₂) ≤ 1/4.

The singlet is an eigenvector of S₁·S₂ with eigenvalue −3/4, well below this interval.

## Reading the number in a spin code

For a Heisenberg dimer with H = J S₁·S₂ and J > 0, the bound says that no product trial state, and no mixture of such states, has energy below −J/4, whereas the singlet has energy −3J/4. A mean-field treatment that describes the two spins by a product state therefore gives a mean energy at least J/2 above that of the singlet. The same test applies to two sites of a larger spin-1/2 cluster once the other sites have been traced out.

Conventions matter when the threshold is coded. If the correlation is built from Pauli matrices instead of spin matrices, all values are four times larger and the threshold is −1. The input must also be a valid state: a matrix with the wrong trace or a negative eigenvalue can fall below the threshold without describing an entangled pair. For a sampled correlation, the error bar has to be taken into account as well.

The test works in one direction. The triplet (↑↓ + ↓↑)/√2 is entangled and has the value 1/4, which lies inside the interval.

## From the mean spin vectors to the threshold

Let S_a, with a = 0, 1, 2, be the x, y and z matrices of a single spin. In S₁·S₂ the subscripts label the two spins instead, and the operator is S₁·S₂ = Σ_a S_a ⊗ S_a. Its mean value tr(ρ S₁·S₂) is called the exchange energy below. For matrix entries, let index 0 stand for ↑ and index 1 for ↓. A one-spin state r is a positive semidefinite 2×2 matrix of trace one. It is Hermitian, so its entries can be written with real numbers w₀, w₁, u, v as

r₀₀ = w₀, r₁₁ = w₁, r₀₁ = u + iv, r₁₀ = u − iv, with w₀ + w₁ = 1.

Its mean spin vector m has the components m_a = tr(r S_a):

m_0 = (r₀₁ + r₁₀)/2 = u
m_1 = i(r₀₁ − r₁₀)/2 = −v
m_2 = (w₀ − w₁)/2

The determinant of r is w₀w₁ − u² − v², and positivity makes it nonnegative. Hence

|m|² = u² + v² + (w₀ − w₁)²/4 = (w₀ + w₁)²/4 − det r = 1/4 − det r ≤ 1/4.

Let s be a state of the second spin, with mean spin vector q. The trace of a Kronecker product is the product of the traces, so

tr((r ⊗ s) S₁·S₂) = Σ_a tr(r S_a) tr(s S_a) = m·q.

Since |m ± q|² ≥ 0,

|m·q| ≤ (|m|² + |q|²)/2 ≤ 1/4.

A separable state is ρ = Σ_k p_k r_k ⊗ s_k, with p_k ≥ 0 and Σ_k p_k = 1. Its exchange energy is the average of the product energies with weights p_k, so its modulus is also at most 1/4. Both ends are attained: ↑↓ has m = (0, 0, 1/2) and q = (0, 0, −1/2), which gives −1/4, while ↑↑ gives 1/4.

For the singlet, let S₁·S₂ act on the basis. The x and y terms cancel on parallel spins and together exchange antiparallel spins with amplitude 1/2. The z term gives 1/4 on parallel and −1/4 on antiparallel spins. Thus

S₁·S₂ ↑↑ = (1/4) ↑↑
S₁·S₂ ↑↓ = (1/2) ↓↑ − (1/4) ↑↓

and likewise with all arrows reversed. In every case this is

S₁·S₂ = (1/2) SWAP − (1/4) 1,

where SWAP exchanges the two spins. The singlet changes sign under SWAP, so its eigenvalue is −1/2 − 1/4 = −3/4.

Now mix the normalised singlet ψ = (↑↓ − ↓↑)/√2 with white noise:

ρ_p = p |ψ⟩⟨ψ| + ((1 − p)/4) 𝟙, where 𝟙 is the 4×4 identity matrix.

The trace of SWAP is 2 and that of the identity is 4, so S₁·S₂ has trace zero and the noise contributes nothing. The energy is

tr(ρ_p S₁·S₂) = −3p/4.

For 1/3 < p ≤ 1, ρ_p is a state with energy below −1/4, and so it is not separable.

At the limiting weight p = 1/3 the energy is exactly −1/4 and the test is silent. Rightly so: this state is the equal mixture of the six antiparallel product states along ±x, ±y and ±z.

## The complete Lean file

```lean
import Mathlib

open Matrix
open scoped Kronecker ComplexOrder

namespace ExchangeEntanglementWitness

noncomputable section

/-- The three spin-1/2 matrices, in units of ħ, in the order x, y, z. -/
def spin : Fin 3 → Matrix (Fin 2) (Fin 2) ℂ :=
  ![!![0, 1/2; 1/2, 0], !![0, -Complex.I/2; Complex.I/2, 0], !![1/2, 0; 0, -1/2]]

/-- The Heisenberg exchange operator S₁·S₂ of two spins 1/2. -/
def exchange : Matrix (Fin 2 × Fin 2) (Fin 2 × Fin 2) ℂ :=
  ∑ a, spin a ⊗ₖ spin a

/-- A density matrix: positive semidefinite with trace one. -/
def IsState {n : Type} [Fintype n] (r : Matrix n n ℂ) : Prop :=
  r.PosSemidef ∧ r.trace = 1

/-- A separable state of two spins: a finite statistical mixture of product states. -/
def IsSeparable (ρ : Matrix (Fin 2 × Fin 2) (Fin 2 × Fin 2) ℂ) : Prop :=
  ∃ (n : ℕ) (p : Fin n → ℝ) (r s : Fin n → Matrix (Fin 2) (Fin 2) ℂ),
    (∀ k, 0 ≤ p k) ∧ ∑ k, p k = 1 ∧ (∀ k, IsState (r k)) ∧ (∀ k, IsState (s k)) ∧
    ρ = ∑ k, (p k : ℂ) • (r k ⊗ₖ s k)

/-- The unnormalised singlet vector ↑↓ − ↓↑. -/
def singlet : Fin 2 × Fin 2 → ℂ := fun i => !![0, 1; -1, 0] i.1 i.2

/-- The singlet projector with weight p mixed with the maximally mixed state
with weight 1 − p. -/
def noisySinglet (p : ℝ) : Matrix (Fin 2 × Fin 2) (Fin 2 × Fin 2) ℂ :=
  ((p / 2 : ℝ) : ℂ) • vecMulVec singlet (star singlet) + (((1 - p) / 4 : ℝ) : ℂ) • 1

/-- The mean spin vector of a one-spin state is real and has length at most 1/2. -/
theorem mean_spin_in_ball {r : Matrix (Fin 2) (Fin 2) ℂ} (hr : IsState r) :
    ∃ m : Fin 3 → ℝ, (∀ a, (r * spin a).trace = (m a : ℂ)) ∧ ∑ a, m a ^ 2 ≤ 1 / 4 := by
  -- hermiticity leaves four real parameters
  have h00 : (r 0 0).im = 0 := by
    have h := congrArg Complex.im (hr.1.isHermitian.apply 0 0)
    simp only [Complex.star_def, Complex.conj_im] at h
    linarith
  have h11 : (r 1 1).im = 0 := by
    have h := congrArg Complex.im (hr.1.isHermitian.apply 1 1)
    simp only [Complex.star_def, Complex.conj_im] at h
    linarith
  have hre : (r 1 0).re = (r 0 1).re := by
    have h := congrArg Complex.re (hr.1.isHermitian.apply 1 0)
    simp only [Complex.star_def, Complex.conj_re] at h
    linarith
  have him : (r 1 0).im = -(r 0 1).im := by
    have h := congrArg Complex.im (hr.1.isHermitian.apply 1 0)
    simp only [Complex.star_def, Complex.conj_im] at h
    linarith
  have e00 : r 0 0 = ((r 0 0).re : ℂ) := Complex.ext (by simp) (by simp [h00])
  have e11 : r 1 1 = ((r 1 1).re : ℂ) := Complex.ext (by simp) (by simp [h11])
  have e01 : r 0 1 = ((r 0 1).re : ℂ) + ((r 0 1).im : ℂ) * Complex.I :=
    (Complex.re_add_im _).symm
  have e10 : r 1 0 = ((r 0 1).re : ℂ) - ((r 0 1).im : ℂ) * Complex.I :=
    Complex.ext (by simp [hre]) (by simp [him])
  have t0 : (r * spin 0).trace = (((r 0 1).re : ℝ) : ℂ) := by
    have h : (r * spin 0).trace = (r 0 1 + r 1 0) / 2 := by
      simp [spin, Matrix.trace_fin_two, Matrix.mul_apply, Fin.sum_univ_two]
      ring
    rw [h]
    linear_combination (1/2) * e01 + (1/2) * e10
  have t1 : (r * spin 1).trace = ((-(r 0 1).im : ℝ) : ℂ) := by
    have h : (r * spin 1).trace = (r 0 1 - r 1 0) * Complex.I / 2 := by
      simp [spin, Matrix.trace_fin_two, Matrix.mul_apply, Fin.sum_univ_two]
      ring
    rw [h, Complex.ofReal_neg]
    linear_combination (Complex.I/2) * e01 - (Complex.I/2) * e10
      + ((r 0 1).im : ℂ) * Complex.I_sq
  have t2 : (r * spin 2).trace = ((((r 0 0).re - (r 1 1).re) / 2 : ℝ) : ℂ) := by
    have h : (r * spin 2).trace = (r 0 0 - r 1 1) / 2 := by
      simp [spin, Matrix.trace_fin_two, Matrix.mul_apply, Fin.sum_univ_two]
      ring
    rw [h]
    push_cast
    linear_combination (1/2) * e00 - (1/2) * e11
  refine ⟨![(r 0 1).re, -(r 0 1).im, ((r 0 0).re - (r 1 1).re) / 2], ?_, ?_⟩
  · intro a
    fin_cases a
    exacts [t0, t1, t2]
  · -- the squared length is 1/4 minus the determinant
    have hd := hr.1.det_nonneg
    rw [Matrix.det_fin_two] at hd
    have hd' := (Complex.le_def.1 hd).1
    simp only [Complex.zero_re, Complex.sub_re, Complex.mul_re] at hd'
    rw [h00, h11, hre, him] at hd'
    have ht := congrArg Complex.re hr.2
    rw [Matrix.trace_fin_two, Complex.add_re, Complex.one_re] at ht
    have hsq : ((r 0 0).re + (r 1 1).re) ^ 2 = 1 := by rw [ht]; norm_num
    rw [Fin.sum_univ_three]
    change (r 0 1).re ^ 2 + (-(r 0 1).im) ^ 2 + (((r 0 0).re - (r 1 1).re) / 2) ^ 2 ≤ 1 / 4
    nlinarith [hd', hsq]

/-- The exchange energy of a product is the scalar product of the two mean spin vectors. -/
theorem exchange_product (r s : Matrix (Fin 2) (Fin 2) ℂ) :
    ((r ⊗ₖ s) * exchange).trace = ∑ a, (r * spin a).trace * (s * spin a).trace := by
  simp only [exchange, Matrix.mul_sum, Matrix.trace_sum, ← Matrix.mul_kronecker_mul,
    Matrix.trace_kronecker]

/-- The exchange energy of a product state is real and lies between -1/4 and 1/4. -/
theorem product_bound {r s : Matrix (Fin 2) (Fin 2) ℂ} (hr : IsState r) (hs : IsState s) :
    ((r ⊗ₖ s) * exchange).trace.im = 0 ∧ |((r ⊗ₖ s) * exchange).trace.re| ≤ 1 / 4 := by
  obtain ⟨m, hm, hm2⟩ := mean_spin_in_ball hr
  obtain ⟨q, hq, hq2⟩ := mean_spin_in_ball hs
  have h : ((r ⊗ₖ s) * exchange).trace = ((∑ a, m a * q a : ℝ) : ℂ) := by
    rw [exchange_product]
    push_cast
    simp only [hm, hq]
  rw [h, Complex.ofReal_im, Complex.ofReal_re]
  refine ⟨rfl, ?_⟩
  rw [Fin.sum_univ_three] at hm2 hq2 ⊢
  rw [abs_le]
  constructor
  · nlinarith [sq_nonneg (m 0 + q 0), sq_nonneg (m 1 + q 1), sq_nonneg (m 2 + q 2)]
  · nlinarith [sq_nonneg (m 0 - q 0), sq_nonneg (m 1 - q 1), sq_nonneg (m 2 - q 2)]

/-- The exchange energy of every separable state is real and lies between -1/4 and 1/4. -/
theorem separable_bound {ρ : Matrix (Fin 2 × Fin 2) (Fin 2 × Fin 2) ℂ}
    (hρ : IsSeparable ρ) :
    (ρ * exchange).trace.im = 0 ∧ |(ρ * exchange).trace.re| ≤ 1 / 4 := by
  obtain ⟨n, p, r, s, hp, h1, hr, hs, rfl⟩ := hρ
  -- the energy of a mixture is the average of the energies
  have key : ((∑ k, (p k : ℂ) • (r k ⊗ₖ s k)) * exchange).trace
      = ∑ k, (p k : ℂ) * ((r k ⊗ₖ s k) * exchange).trace := by
    simp only [Matrix.sum_mul, Matrix.smul_mul, Matrix.trace_sum, Matrix.trace_smul,
      smul_eq_mul]
  rw [key, Complex.im_sum, Complex.re_sum]
  simp only [Complex.im_ofReal_mul, Complex.re_ofReal_mul]
  constructor
  · exact Finset.sum_eq_zero fun k _ => by rw [(product_bound (hr k) (hs k)).1, mul_zero]
  · refine (Finset.abs_sum_le_sum_abs _ _).trans ?_
    calc ∑ k, |p k * ((r k ⊗ₖ s k) * exchange).trace.re|
        ≤ ∑ k, p k * (1 / 4) := by
          refine Finset.sum_le_sum fun k _ => ?_
          rw [abs_mul, abs_of_nonneg (hp k)]
          exact mul_le_mul_of_nonneg_left (product_bound (hr k) (hs k)).2 (hp k)
      _ = 1 / 4 := by rw [← Finset.sum_mul, h1, one_mul]

/-- With up and down the two pure states along z, the product up-down has exchange
energy -1/4 and the product up-up has exchange energy 1/4. -/
theorem bounds_attained :
    IsState (diagonal ![(1 : ℂ), 0]) ∧ IsState (diagonal ![(0 : ℂ), 1]) ∧
    ((diagonal ![(1 : ℂ), 0] ⊗ₖ diagonal ![(0 : ℂ), 1]) * exchange).trace = -1 / 4 ∧
    ((diagonal ![(1 : ℂ), 0] ⊗ₖ diagonal ![(1 : ℂ), 0]) * exchange).trace = 1 / 4 := by
  refine ⟨⟨?_, ?_⟩, ⟨?_, ?_⟩, ?_, ?_⟩
  · exact Matrix.posSemidef_diagonal_iff.2 fun i => by fin_cases i <;> simp
  · simp
  · exact Matrix.posSemidef_diagonal_iff.2 fun i => by fin_cases i <;> simp
  · simp
  all_goals
    -- only the z components contribute
    have x0 : spin 0 0 0 = 0 := rfl
    have y0 : spin 1 0 0 = 0 := rfl
    have z0 : spin 2 0 0 = 1 / 2 := rfl
    have z1 : spin 2 1 1 = -1 / 2 := rfl
    rw [exchange_product]
    norm_num [Fin.sum_univ_three, x0, y0, z0, z1, Matrix.trace_fin_two, Matrix.diagonal_mul]

/-- In components, S₁·S₂ is half the swap of the two spins minus a quarter of the identity. -/
theorem exchange_apply (i j k l : Fin 2) :
    exchange (i, j) (k, l)
      = (if i = l ∧ j = k then 1 / 2 else 0) - (if i = k ∧ j = l then 1 / 4 else 0) := by
  have h : exchange (i, j) (k, l) = spin 0 i k * spin 0 j l + spin 1 i k * spin 1 j l
      + spin 2 i k * spin 2 j l := by
    simp [exchange, Fin.sum_univ_three, Matrix.add_apply, Matrix.kroneckerMap_apply]
  rw [h]
  fin_cases i <;> fin_cases j <;> fin_cases k <;> fin_cases l <;> simp [spin] <;>
    (try ring_nf) <;> (try simp only [Complex.I_sq]) <;> (try norm_num)

/-- The singlet is an eigenvector of S₁·S₂ with eigenvalue -3/4. -/
theorem singlet_eigenvector :
    singlet ≠ 0 ∧ exchange *ᵥ singlet = (-3 / 4 : ℂ) • singlet := by
  constructor
  · intro h
    have h' := congrFun h (0, 1)
    simp [singlet] at h'
  · ext ⟨i, j⟩
    fin_cases i <;> fin_cases j <;>
      simp [Matrix.mulVec, dotProduct, Fintype.sum_prod_type, Fin.sum_univ_two,
        exchange_apply, singlet] <;> norm_num

/-- The noisy singlet with singlet weight p has exchange energy -3p/4. -/
theorem noisySinglet_energy (p : ℝ) :
    (noisySinglet p * exchange).trace = ((-(3 * p / 4) : ℝ) : ℂ) := by
  simp [noisySinglet, Matrix.trace, Matrix.mul_apply, Fintype.sum_prod_type,
    Fin.sum_univ_two, exchange_apply, singlet, Matrix.vecMulVec_apply, Matrix.one_apply]
  ring

/-- For singlet weight above 1/3 and at most 1, the noisy singlet is a state
that is not separable. -/
theorem noisySinglet_entangled {p : ℝ} (hp : 1 / 3 < p) (hp1 : p ≤ 1) :
    IsState (noisySinglet p) ∧ ¬ IsSeparable (noisySinglet p) := by
  refine ⟨⟨?_, ?_⟩, fun hsep => ?_⟩
  · have ha : (0 : ℂ) ≤ ((p / 2 : ℝ) : ℂ) := Complex.zero_le_real.2 (by linarith)
    have hb : (0 : ℂ) ≤ (((1 - p) / 4 : ℝ) : ℂ) := Complex.zero_le_real.2 (by linarith)
    exact ((Matrix.posSemidef_vecMulVec_self_star singlet).smul ha).add
      (Matrix.PosSemidef.one.smul hb)
  · simp [noisySinglet, Matrix.trace, Fintype.sum_prod_type, Fin.sum_univ_two, singlet,
      Matrix.vecMulVec_apply]
    ring
  · -- the energy lies below the separable minimum
    have h := (separable_bound hsep).2
    rw [noisySinglet_energy, Complex.ofReal_re, abs_le] at h
    linarith [h.1]

end

end ExchangeEntanglementWitness
```

```lean
#print axioms ExchangeEntanglementWitness.mean_spin_in_ball
-- 'ExchangeEntanglementWitness.mean_spin_in_ball' depends on axioms: [propext, Classical.choice, Quot.sound]
#print axioms ExchangeEntanglementWitness.bounds_attained
-- 'ExchangeEntanglementWitness.bounds_attained' depends on axioms: [propext, Classical.choice, Quot.sound]
#print axioms ExchangeEntanglementWitness.singlet_eigenvector
-- 'ExchangeEntanglementWitness.singlet_eigenvector' depends on axioms: [propext, Classical.choice, Quot.sound]
#print axioms ExchangeEntanglementWitness.noisySinglet_entangled
-- 'ExchangeEntanglementWitness.noisySinglet_entangled' depends on axioms: [propext, Classical.choice, Quot.sound]
```

## What the definitions and theorems say

`spin` lists the three matrices in units of ħ, and `exchange` is the sum of their Kronecker squares. The coupling J is absent, so "energy" here means the mean value of S₁·S₂. Two-spin matrices are indexed by pairs in `Fin 2 × Fin 2`, the first entry belonging to the first spin. `IsState` asks for positive semidefiniteness and trace one, and `IsSeparable` asks for a finite list of weights and one-spin states that reproduces ρ.

Traces are complex numbers in Lean. `separable_bound` therefore has two parts: the imaginary part of the energy vanishes, and the real part has modulus at most 1/4. `product_bound` says the same of a single product state, and `bounds_attained` supplies states that reach both ends.

The vector `singlet` is unnormalised, with squared length 2. This does not affect the eigenvalue in `singlet_eigenvector`, and `noisySinglet` compensates with the factor p/2 in front of the outer product of this vector with itself, which is twice the projector. `noisySinglet_energy` holds for every real p, including values for which the matrix is not a state. `noisySinglet_entangled` restricts p to 1/3 < p ≤ 1 and proves both that the matrix is a state and that it is not separable.

Separability could also have been defined with pure product states only. The set of separable states would be the same, since each one-spin density matrix is a mixture of pure states. The mean spin vectors would then all have length exactly 1/2, but a product of mixed states would have to be decomposed before it counted as separable.

## How the proof follows the derivation

`mean_spin_in_ball` first extracts the four real parameters from Hermiticity. The steps `t0`, `t1` and `t2` compute the three components of m. The nonnegative determinant and the unit trace then go to `nlinarith`, which closes the inequality for |m|².

`exchange_product` factorises the trace. `product_bound` inserts the real mean vectors and gives `nlinarith` the squares of the components of m + q for the lower bound and of m − q for the upper one. In `separable_bound`, the step `key` writes the energy of the mixture as a weighted average. The triangle inequality and the product bound finish the argument.

`exchange_apply` proves the SWAP formula entry by entry, over all sixteen combinations of indices. The singlet eigenvalue and the noisy energy are then finite sums over these entries. In `noisySinglet_entangled`, positivity comes from adding two positive semidefinite matrices with nonnegative coefficients. Assuming separability would put −3p/4 at or above −1/4, which contradicts p > 1/3.

## What a code can take from these theorems

The theorems fix the threshold −1/4, the singlet value −3/4 and the noise formula −3p/4 in exact complex arithmetic. A program can use all three as reference values for its spin matrices and its trace routine. Rounding, sampling error and the quality of a computed ρ remain the program's responsibility.

The theorems concern two spins 1/2 and the isotropic product S₁·S₂. They hold for any such ρ, whatever Hamiltonian produced it, but they give no bound for larger spins, for the mean value of an anisotropic coupling, or for entanglement shared among more than two sites. Nor do the theorems classify the states inside the interval: the separability of ρ_p at p = 1/3 and the triplet example come from the prose above, not from the file.
